# The chemical potentials of a compound's elements that keep it stable form a polytope when finitely many phases, including the pure elements, compete

The formation energy of an oxygen vacancy contains the oxygen chemical potential as a plain additive term. If the conditions under which the host oxide is stable allowed that potential to fall without limit, the vacancy energy would have no minimum, and the values at the corners of the stability region would give no lower bound for the rest of it. A compact convex region with a curved boundary would also be awkward, since it has infinitely many extreme points.

Neither happens if the compound contains every element considered and competes with finitely many phases, the pure elements among them. For first-principles defect studies this means that the lowest formation energy can be found by evaluating corners only, provided that the energy is linear in the chemical potentials and the list of phases is fixed.

## Compositions, energies and the stability region

The elements are labelled by a finite type `ι` and the competing phases by a type `J`, which is taken to be finite only where a theorem says so.

In Lean 4 with Mathlib:

```lean
import Mathlib

open Matrix Topology

namespace ChemicalPotentialPolytope

variable {ι J : Type*} [Fintype ι]
```

A compound has composition $c$, with $c_k$ atoms of element $k$ per formula unit, and energy $E$ per formula unit. Phase $j$ has composition $d_j$ and energy $e_j$. A vector $\mu$ assigns a chemical potential $\mu_k$ to each element. The compound is in equilibrium with the reservoirs when its atoms cost exactly $E$, and phase $j$ does not precipitate when its atoms are worth no more than $e_j$:

$$\mu\cdot c = E,\qquad \mu\cdot d_j\le e_j\ \text{ for all } j.$$

```lean
/-- The stability region of a compound of composition `c` and energy `E`: the chemical potentials
at which the compound is in equilibrium and no competing phase `(d j, e j)` is favoured. -/
def stabilityRegion (c : ι → ℝ) (E : ℝ) (d : J → ι → ℝ) (e : J → ℝ) : Set (ι → ℝ) :=
  {μ | μ ⬝ᵥ c = E ∧ ∀ j, μ ⬝ᵥ d j ≤ e j}
```

Here `μ ⬝ᵥ c` is the sum $\sum_k\mu_k c_k$. The energies are given real numbers, and each phase has one fixed composition, so a solid solution with a continuous range would have to be entered as infinitely many phases, which the theorems for finite `J` do not cover. The region may be empty: this happens whenever some mixture of competing phases has the compound's composition and a lower energy.

A pure element $k$ is a phase whose composition is $a>0$ atoms of $k$ and nothing else. The hypothesis that every element occurs in this way stands for the fact that an element whose chemical potential exceeded its energy per atom in the elemental phase would form that phase. For a gas such as oxygen, this limit depends on temperature and pressure, which are held fixed here.

```lean
/-- Every pure element occurs among the phases, with some positive number of atoms per
formula unit. -/
def IncludesElements [DecidableEq ι] (d : J → ι → ℝ) : Prop :=
  ∀ k, ∃ j, ∃ a : ℝ, 0 < a ∧ d j = Pi.single k a
```

A defect that adds $q_k$ atoms of element $k$, with $q_k=-1$ for a vacancy, takes them from the reservoirs. Its formation energy is $E_0-\mu\cdot q$. The defect is neutral here; for a charged one at a fixed Fermi level, the extra constant can be included in $E_0$.

```lean
/-- The formation energy of a defect that adds `q k` atoms of each element `k`, where `E₀` is the
energy of the defective crystal minus that of the perfect one. -/
def defectEnergy (E₀ : ℝ) (q μ : ι → ℝ) : ℝ := E₀ - μ ⬝ᵥ q
```

## Convex and closed

Let $\mu$ and $\nu$ lie in the region, and let $a,b\ge0$ with $a+b=1$. Then

$$(a\mu+b\nu)\cdot c=aE+bE=E,\qquad (a\mu+b\nu)\cdot d_j\le a e_j+b e_j=e_j.$$

```lean
variable {c : ι → ℝ} {E : ℝ} {d : J → ι → ℝ} {e : J → ℝ}

/-- The stability region is convex. -/
theorem convex_stabilityRegion : Convex ℝ (stabilityRegion c E d e) := by
  intro μ hμ ν hν a b ha hb hab
  refine ⟨?_, fun j => ?_⟩
  · simp only [add_dotProduct, smul_dotProduct, smul_eq_mul]
    rw [hμ.1, hν.1]
    linear_combination E * hab
  · simp only [add_dotProduct, smul_dotProduct, smul_eq_mul]
    have h1 := mul_le_mul_of_nonneg_left (hμ.2 j) ha
    have h2 := mul_le_mul_of_nonneg_left (hν.2 j) hb
    have h3 : a * e j + b * e j = e j := by linear_combination e j * hab
    linarith
```

For fixed $v$, the map $\mu\mapsto\mu\cdot v$ is continuous. The equality therefore defines a closed set, as does each inequality, and the region is the intersection of these sets.

```lean
/-- The stability region is closed. -/
theorem isClosed_stabilityRegion : IsClosed (stabilityRegion c E d e) := by
  have hc : ∀ v : ι → ℝ, Continuous fun μ : ι → ℝ => μ ⬝ᵥ v := fun v => by
    unfold dotProduct
    fun_prop
  have h : stabilityRegion c E d e =
      {μ | μ ⬝ᵥ c = E} ∩ ⋂ j, {μ | μ ⬝ᵥ d j ≤ e j} := by
    ext μ
    simp [stabilityRegion]
  rw [h]
  exact (isClosed_eq (hc c) continuous_const).inter
    (isClosed_iInter fun j => isClosed_le (hc (d j)) continuous_const)
```

## The compound's energy bounds each potential from below

Suppose that $\mu_k\le\varepsilon_k$ for every $k$. All terms $(\varepsilon_i-\mu_i)c_i$ are then non-negative, so any one of them is at most their sum:

$$(\varepsilon_k-\mu_k)c_k\le\sum_i(\varepsilon_i-\mu_i)c_i=\varepsilon\cdot c-E.$$

Dividing by $c_k>0$ gives

$$\mu_k\ge\varepsilon_k-\frac{\varepsilon\cdot c-E}{c_k}.$$

If $\varepsilon_k$ is the energy per atom of the elemental reference phase, $E-\varepsilon\cdot c$ is the compound's formation energy. An element can then be depleted below its reference by at most the magnitude of that energy, divided by its stoichiometric coefficient.

```lean
/-- If all stoichiometric coefficients are positive and no chemical potential exceeds its
reference `ε`, equilibrium with the compound bounds each chemical potential from below. -/
theorem lower_bound {μ ε : ι → ℝ} (hc : ∀ k, 0 < c k) (hE : μ ⬝ᵥ c = E)
    (hε : ∀ k, μ k ≤ ε k) (k : ι) : ε k - (ε ⬝ᵥ c - E) / c k ≤ μ k := by
  -- one non-negative term is at most the whole sum
  have h1 : (ε k - μ k) * c k ≤ ∑ i, (ε i - μ i) * c i :=
    Finset.single_le_sum (f := fun i => (ε i - μ i) * c i)
      (fun i _ => mul_nonneg (sub_nonneg.2 (hε i)) (hc i).le) (Finset.mem_univ k)
  have h2 : ∑ i, (ε i - μ i) * c i = ε ⬝ᵥ c - E := by
    rw [← hE]
    simp only [dotProduct, sub_mul, Finset.sum_sub_distrib]
  rw [h2] at h1
  have h3 := (le_div_iff₀ (hc k)).2 h1
  linarith
```

The upper bounds come from the elemental phases. For each $k$, choose a phase $j(k)$ consisting of $a_k$ atoms of $k$. Its inequality reads $\mu_k a_k\le e_{j(k)}$, so $\varepsilon_k=e_{j(k)}/a_k$ will do. The region now lies in a closed box, and a closed subset of a compact box is compact.

```lean
/-- The stability region is compact if the compound contains every element and the competing
phases include every pure element. -/
theorem isCompact_stabilityRegion [DecidableEq ι] (hc : ∀ k, 0 < c k)
    (hd : IncludesElements d) : IsCompact (stabilityRegion c E d e) := by
  choose j a ha hja using hd
  -- the energies per atom of the pure elements are upper bounds
  have hup : ∀ μ ∈ stabilityRegion c E d e, ∀ k, μ k ≤ e (j k) / a k := by
    intro μ hμ k
    have h := hμ.2 (j k)
    rw [hja k, dotProduct_single] at h
    exact (le_div_iff₀ (ha k)).2 h
  refine (isCompact_Icc (a := fun k => e (j k) / a k -
    ((fun i => e (j i) / a i) ⬝ᵥ c - E) / c k)
    (b := fun k => e (j k) / a k)).of_isClosed_subset isClosed_stabilityRegion ?_
  intro μ hμ
  exact ⟨fun k => lower_bound hc hμ.1 (hup μ hμ) k, hup μ hμ⟩
```

In the code, `choose` picks the elemental phases and `isCompact_Icc` supplies the box. This step needs no finiteness of `J`.

## A vertex is fixed by the phases that coexist there

A vertex is an extreme point: a point of the region that does not lie strictly between two other points of it. Let $\mu$ be a vertex, and let $\nu$ be a point of the region at which every phase with $\mu\cdot d_j=e_j$ also satisfies $\nu\cdot d_j=e_j$. Step from $\mu$ away from $\nu$, to

$$\rho=\mu+t(\mu-\nu),\qquad t>0.$$

The compound stays in equilibrium, because $\rho\cdot c=E+t(E-E)=E$. Phase $j$ stays unfavoured if

$$t(\mu\cdot d_j-\nu\cdot d_j)\le e_j-\mu\cdot d_j.$$

For a phase coexisting at $\mu$, both sides vanish. For any other phase the right side is positive, and a small enough $t$ suffices. With finitely many phases, one $t$ serves them all, so $\rho$ is in the region. But

$$\mu=\frac{t}{1+t}\,\nu+\frac{1}{1+t}\,\rho,$$

and since $\mu$ is extreme, $\nu=\mu$.

```lean
/-- For finitely many competing phases, a vertex of the stability region is the only point of the
region at which all phases in equilibrium at that vertex are in equilibrium. -/
theorem vertex_unique [Finite J] {μ ν : ι → ℝ}
    (hμ : μ ∈ (stabilityRegion c E d e).extremePoints ℝ) (hν : ν ∈ stabilityRegion c E d e)
    (h : ∀ j, μ ⬝ᵥ d j = e j → ν ⬝ᵥ d j = e j) : ν = μ := by
  -- a small step from `μ` away from `ν` violates no constraint
  have hev : ∀ j, ∀ᶠ t in 𝓝[>] (0 : ℝ),
      t * (μ ⬝ᵥ d j - ν ⬝ᵥ d j) ≤ e j - μ ⬝ᵥ d j := by
    intro j
    rcases (hμ.1.2 j).eq_or_lt with hj | hj
    · refine Filter.Eventually.of_forall fun t => ?_
      rw [h j hj, hj]
      simp
    · have hcont : Continuous fun t : ℝ => t * (μ ⬝ᵥ d j - ν ⬝ᵥ d j) := by fun_prop
      have hlt : ∀ᶠ t in 𝓝 (0 : ℝ), t * (μ ⬝ᵥ d j - ν ⬝ᵥ d j) < e j - μ ⬝ᵥ d j :=
        hcont.continuousAt.eventually_lt continuousAt_const (by simpa using hj)
      exact (hlt.filter_mono nhdsWithin_le_nhds).mono fun t ht => ht.le
  obtain ⟨t, ht, ht0⟩ := ((Filter.eventually_all.2 hev).and self_mem_nhdsWithin).exists
  have htpos : 0 < t := ht0
  have hρ : μ + t • (μ - ν) ∈ stabilityRegion c E d e := by
    refine ⟨?_, fun j => ?_⟩
    · simp only [add_dotProduct, smul_dotProduct, sub_dotProduct, smul_eq_mul]
      rw [hμ.1.1, hν.1]
      ring
    · simp only [add_dotProduct, smul_dotProduct, sub_dotProduct, smul_eq_mul]
      linarith [ht j]
  -- so `μ` lies strictly between `ν` and the displaced point
  have hs : (1 + t)⁻¹ * (1 + t) = 1 := inv_mul_cancel₀ (by positivity)
  refine hμ.2 hν hρ ⟨(1 + t)⁻¹ * t, (1 + t)⁻¹, by positivity, by positivity, ?_, ?_⟩
  · linear_combination hs
  · ext i
    simp only [Pi.add_apply, Pi.smul_apply, Pi.sub_apply, smul_eq_mul]
    linear_combination μ i * hs
```

"Small enough" is expressed by the filter `𝓝[>] (0 : ℝ)`, and `Filter.eventually_all` combines the conditions of the individual phases, which is where `[Finite J]` enters.

## Finitely many corners span the region

Label each vertex by the set of phases in equilibrium there. By the previous step, two vertices with the same label coincide. A finite set of phases has finitely many subsets, so there are finitely many vertices.

The Krein–Milman theorem, taken from Mathlib, says that a compact convex set is the closure of the convex hull of its extreme points. The hull of finitely many points is already closed, so the region equals the hull itself.

```lean
/-- For a compound containing every element and finitely many competing phases that include every
pure element, the stability region is convex and compact, has finitely many vertices, and is
their convex hull. -/
theorem stabilityRegion_polytope [DecidableEq ι] [Finite J] (hc : ∀ k, 0 < c k)
    (hd : IncludesElements d) :
    Convex ℝ (stabilityRegion c E d e) ∧ IsCompact (stabilityRegion c E d e) ∧
      ((stabilityRegion c E d e).extremePoints ℝ).Finite ∧
      convexHull ℝ ((stabilityRegion c E d e).extremePoints ℝ) = stabilityRegion c E d e := by
  have hcomp : IsCompact (stabilityRegion c E d e) := isCompact_stabilityRegion hc hd
  -- vertices are labelled by their sets of coexisting phases
  have hfin : ((stabilityRegion c E d e).extremePoints ℝ).Finite := by
    refine Set.Finite.of_finite_image (f := fun μ => {j | μ ⬝ᵥ d j = e j}) (Set.toFinite _) ?_
    intro μ hμ ν hν h
    have h' : {j | μ ⬝ᵥ d j = e j} = {j | ν ⬝ᵥ d j = e j} := h
    exact (vertex_unique hμ hν.1 fun j hj => (Set.ext_iff.1 h' j).1 hj).symm
  refine ⟨convex_stabilityRegion, hcomp, hfin, ?_⟩
  have hKM := closure_convexHull_extremePoints hcomp convex_stabilityRegion
  have hcl : IsClosed (convexHull ℝ ((stabilityRegion c E d e).extremePoints ℝ)) := by
    apply Set.Finite.isClosed_convexHull
    exact hfin
  rwa [hcl.closure_eq] at hKM
```

The four parts of the conclusion are convexity, compactness, finiteness of the vertex set, and equality with its convex hull. The polytope may be empty or a single point; for a compound of one element it is at most the point $\mu=E/c$.

Another model would use the equality to eliminate one element $r$, with

$$\mu_r=\frac{E-\sum_{k\ne r}\mu_k c_k}{c_r}.$$

The region would then be described by inequalities alone in one coordinate fewer, which is how a ternary compound's region is drawn in the plane. This elimination is an affine bijection between the two regions, so convexity, compactness and vertices carry over. The definition would, however, depend on the choice of $r$, and the lower bound would no longer treat all elements alike.

## The lowest defect energy sits at a corner

Let the region be nonempty. Being compact, it has at least one vertex, and among its finitely many vertices there is one, $v$, with the lowest formation energy. The set of $x$ with

$$E_0-v\cdot q\le E_0-x\cdot q$$

is a half-space or the whole space. It is convex and contains every vertex, hence also their convex hull, which is the region.

```lean
/-- For a compound containing every element and finitely many competing phases that include every
pure element, if the stability region is nonempty, the lowest formation energy of a defect over the
region is attained at a vertex. -/
theorem defectEnergy_min_at_vertex [DecidableEq ι] [Finite J] (hc : ∀ k, 0 < c k)
    (hd : IncludesElements d) (hne : (stabilityRegion c E d e).Nonempty) (E₀ : ℝ) (q : ι → ℝ) :
    ∃ v ∈ (stabilityRegion c E d e).extremePoints ℝ,
      ∀ μ ∈ stabilityRegion c E d e, defectEnergy E₀ q v ≤ defectEnergy E₀ q μ := by
  obtain ⟨-, hcomp, hfin, hull⟩ := stabilityRegion_polytope (E := E) (e := e) hc hd
  obtain ⟨v, hv, hmin⟩ := Set.exists_min_image _ (defectEnergy E₀ q) hfin
    (hcomp.extremePoints_nonempty hne)
  refine ⟨v, hv, fun μ hμ => ?_⟩
  -- the bound holds at the vertices and passes to their mixtures
  have hconv : Convex ℝ {x : ι → ℝ | defectEnergy E₀ q v ≤ defectEnergy E₀ q x} := by
    intro x hx y hy a b ha hb hab
    simp only [Set.mem_ofPred_eq, defectEnergy, add_dotProduct, smul_dotProduct,
      smul_eq_mul] at hx hy ⊢
    have h1 := mul_le_mul_of_nonneg_left hx ha
    have h2 := mul_le_mul_of_nonneg_left hy hb
    linear_combination h1 + h2 + (v ⬝ᵥ q) * hab
  rw [← hull] at hμ
  exact convexHull_min (fun x hx => hmin x hx) hconv hμ
```

The final line of the proof, `convexHull_min`, is this passage from the vertices to their mixtures. The minimum may also be attained elsewhere, for instance along an edge.

## An absent element leaves the region unbounded

Now let element $k$ be missing from the compound, $c_k=0$, as for a dopant, and let no phase contain a negative amount of it, as holds for any real composition. Take $\mu$ in the region and lower $\mu_k$ by $s\ge0$. The compound's equality is unchanged, and each phase's left side becomes

$$\mu\cdot d_j-s\,(d_j)_k\le\mu\cdot d_j\le e_j.$$

The region therefore contains points with arbitrarily low $\mu_k$. If $C$ were a bound on the norm, the choice $s=|\mu_k|+|C|+1$ would give $\mu_k-s\le-|C|-1$, which contradicts it.

```lean
/-- If an element is absent from the compound and no competing phase contains a negative amount of
it, a nonempty stability region is unbounded. -/
theorem unbounded_of_absent_element [DecidableEq ι] {k : ι} (hk : c k = 0)
    (hd : ∀ j, 0 ≤ d j k) (hne : (stabilityRegion c E d e).Nonempty) :
    ¬ Bornology.IsBounded (stabilityRegion c E d e) := by
  intro hb
  obtain ⟨C, hC⟩ := isBounded_iff_forall_norm_le.1 hb
  obtain ⟨μ, hμ⟩ := hne
  -- lower the chemical potential of the absent element beyond the supposed bound
  have hs : 0 ≤ |μ k| + |C| + 1 := by positivity
  have hmem : μ - Pi.single k (|μ k| + |C| + 1) ∈ stabilityRegion c E d e := by
    refine ⟨?_, fun j => ?_⟩
    · rw [sub_dotProduct, single_dotProduct, hk, hμ.1, mul_zero, sub_zero]
    · rw [sub_dotProduct, single_dotProduct]
      linarith [hμ.2 j, mul_nonneg hs (hd j)]
  have h := (norm_le_pi_norm (μ - Pi.single k (|μ k| + |C| + 1)) k).trans (hC _ hmem)
  rw [Real.norm_eq_abs, Pi.sub_apply, Pi.single_eq_same] at h
  linarith [(abs_le.1 h).1, le_abs_self (μ k), le_abs_self C]

end ChemicalPotentialPolytope
```

Strict positivity of $c$ thus has a physical role: an element that the compound does not contain has no lower limit set by the compound's stability. Any lower limit on a dopant's chemical potential comes from some other source, such as a chosen minimum concentration.

```lean
#print axioms ChemicalPotentialPolytope.stabilityRegion_polytope
#print axioms ChemicalPotentialPolytope.defectEnergy_min_at_vertex
#print axioms ChemicalPotentialPolytope.unbounded_of_absent_element
```

```
'ChemicalPotentialPolytope.stabilityRegion_polytope' depends on axioms: [propext, Classical.choice, Quot.sound]
'ChemicalPotentialPolytope.defectEnergy_min_at_vertex' depends on axioms: [propext, Classical.choice, Quot.sound]
'ChemicalPotentialPolytope.unbounded_of_absent_element' depends on axioms: [propext, Classical.choice, Quot.sound]
```
